# As the density threshold tends to zero, a Gaussian tail's cavity radius becomes negligible against a Slater tail's

In a continuum solvation calculation with an isodensity cavity, one chooses a small density threshold and places the cavity surface where the solute's electron density equals it. Lowering the threshold moves the surface outwards, into a region where the density depends on how the basis functions decay. A Slater-type function decays exponentially in the distance $r$ and a Gaussian decays exponentially in $r^2$. How much does this difference matter for the size of the cavity?

For one spherical tail of each kind, the ratio of the Gaussian radius to the Slater radius tends to zero with the threshold, whatever the positive prefactors and decay constants. In electronic-structure work this bears on the choice of basis for low-threshold cavities, to the extent that a single one-centre term describes the density at the surface.

## From the level condition to the ratio of radii

Let the two tails be $A e^{-kr}$ and $B e^{-ar^2}$, with $A, B, k, a > 0$. These are densities, not orbitals: an orbital $e^{-\zeta r}$ gives $k = 2\zeta$, and an orbital $e^{-\alpha r^2}$ gives $a = 2\alpha$. It costs nothing to treat the general tail $C e^{-c r^p}$ with $C, c, p > 0$, where $p = 1$ is the Slater case and $p = 2$ the Gaussian one.

The cavity radius at threshold $t$ is the positive $r$ with $C e^{-c r^p} = t$. Taking logarithms gives

$$c\,r^p = \ln C - \ln t .$$

For $0 < t < C$ the right-hand side is positive, so there is exactly one solution, $r = \left[(\ln C - \ln t)/c\right]^{1/p}$. The condition $t < C$ says that the density at the centre exceeds the threshold, so that there is a surface to find.

Now take a second tail $D e^{-d s^q}$, with $D, d, q > 0$ and radius $s$ at the same threshold. Subtracting the two logarithmic relations removes $t$:

$$d\,s^q - c\,r^p = \ln(D/C).$$

As $t \to 0^+$, $r^p$ grows without bound: if it stayed below some $b$, the density at the surface would stay above the fixed positive number $C e^{-cb}$ and could not equal an arbitrarily small $t$. Dividing the relation by $d\,r^p$ therefore gives

$$\frac{s^q}{r^p} = \frac{c}{d} + \frac{\ln(D/C)}{d\,r^p} \longrightarrow \frac{c}{d}.$$

The prefactors survive only in the vanishing term. If $p < q$, then

$$\left(\frac{s}{r}\right)^q = \frac{s^q}{r^p}\cdot\frac{1}{r^{\,q-p}} \longrightarrow 0,$$

because the first factor converges and the second vanishes. Taking the $q$-th root gives $s/r \to 0$. If the exponents are equal, the power ratio is $(s/r)^p$, and $s/r \to (c/d)^{1/p}$, which is not zero.

With $p = 1$ and $q = 2$, and with $R_S$ and $R_G$ for the Slater and Gaussian radii,

$$\frac{R_G}{R_S} \to 0, \qquad \frac{R_G^2}{R_S} \to \frac{k}{a}.$$

The Gaussian radius thus grows only as the square root of the Slater radius. The approach to the limit is slow. For $A = B$ the explicit radii give $R_G/R_S = k/\sqrt{a \ln(A/t)}$, so at a given threshold the Gaussian radius may still be the larger one.

## Tails and cavity radii in Lean

```lean
import Mathlib

open Filter Topology

namespace IsodensityCavity
```

The density model has four real arguments: the prefactor `C`, the decay constant `c`, the exponent `p` and the distance `r`. The power `r ^ p` is a real power, so `p` need not be an integer.

```lean
/-- Model density tail `C exp(-c r^p)` at distance `r ≥ 0`; `p = 1` is a Slater tail and
`p = 2` a Gaussian tail. -/
noncomputable def tailDensity (C c p r : ℝ) : ℝ := C * Real.exp (-(c * r ^ p))
```

A cavity radius is a property of a number and not a computed value. `IsCavityRadius C c p t r` says that `r` is positive and that the tail equals `t` there.

```lean
/-- `r` is an isodensity cavity radius at threshold `t`: it is positive and the density tail
equals `t` there. -/
structure IsCavityRadius (C c p t r : ℝ) : Prop where
  pos : 0 < r
  level : tailDensity C c p r = t
```

## The logarithm of the level condition

The first lemma is the relation $c\,r^p = \ln C - \ln t$. The proof replaces `t` by the density at `r`, splits the logarithm of the product and cancels the logarithm against the exponential.

```lean
/-- For a positive prefactor `C`, the quantity `c r^p` at a cavity radius `r` is the logarithm of
the prefactor minus the logarithm of the threshold. -/
theorem exponent_at_radius {C c p t r : ℝ} (hC : 0 < C) (h : IsCavityRadius C c p t r) :
    c * r ^ p = Real.log C - Real.log t := by
  rw [← h.level, tailDensity, Real.log_mul hC.ne' (Real.exp_ne_zero _), Real.log_exp]
  ring
```

Existence and uniqueness follow for $0 < t < C$. The proof supplies the explicit radius found above. The first bullet checks that the density there is `t`. The second takes any other solution `y` and uses the logarithmic relation to show that it is the same number.

```lean
/-- A tail with positive parameters has exactly one cavity radius at each positive threshold
below its prefactor. -/
theorem existsUnique_radius {C c p t : ℝ} (hC : 0 < C) (hc : 0 < c) (hp : 0 < p)
    (ht : 0 < t) (htC : t < C) : ∃! r, IsCavityRadius C c p t r := by
  have hpos : 0 < (Real.log C - Real.log t) / c :=
    div_pos (sub_pos.2 (Real.log_lt_log ht htC)) hc
  refine ⟨((Real.log C - Real.log t) / c) ^ p⁻¹, ⟨Real.rpow_pos_of_pos hpos _, ?_⟩, ?_⟩
  · -- the explicit radius solves the level equation
    have h := div_mul_cancel₀ (Real.log C - Real.log t) hc.ne'
    have e : -(c * ((Real.log C - Real.log t) / c)) = Real.log t - Real.log C := by
      linear_combination -h
    rw [tailDensity, Real.rpow_inv_rpow hpos.le hp.ne', e, Real.exp_sub, Real.exp_log ht,
      Real.exp_log hC]
    field_simp
  · -- any other solution `y` has the same value of `c * y ^ p`
    intro y hy
    have hy' : IsCavityRadius C c p t y := hy
    have h := exponent_at_radius hC hy'
    rw [← h, mul_div_cancel_left₀ _ hc.ne', Real.rpow_rpow_inv hy'.pos.le hp.ne']
```

## Two tails at a common threshold

Here `r` and `s` are the radii of two tails with the same `t`. The `linear_combination` step subtracts one logarithmic relation from the other, as in the derivation by hand.

```lean
/-- For two tails with positive prefactors `C`, `D` and cavity radii `r`, `s` at the same threshold,
`d s^q` minus `c r^p` is the logarithm of `D / C`, whatever the threshold. -/
theorem common_threshold_relation {C c p D d q t r s : ℝ} (hC : 0 < C) (hD : 0 < D)
    (hr : IsCavityRadius C c p t r) (hs : IsCavityRadius D d q t s) :
    d * s ^ q - c * r ^ p = Real.log (D / C) := by
  rw [Real.log_div hD.ne' hC.ne']
  linear_combination exponent_at_radius hD hs - exponent_at_radius hC hr
```

## The limit of vanishing threshold

From here on the radii are functions `R` and `S` of the threshold. The filter `𝓝[>] (0 : ℝ)` expresses $t \to 0^+$, and a hypothesis beginning `∀ᶠ t in 𝓝[>] (0 : ℝ)` need hold only for all sufficiently small positive `t`. By the existence result, such functions are available whenever the parameters are positive.

The next theorem says that $R^p$ exceeds every bound `b`. It argues by contradiction: once `t` is below $C e^{-cb}$, a value of $R^p$ less than `b` would make the density at the surface larger than `t`.

```lean
/-- For positive `C` and `c`, the power `R^p` of the cavity radius grows without bound as the
threshold tends to zero from above. -/
theorem radius_rpow_tendsto_atTop {C c p : ℝ} {R : ℝ → ℝ} (hC : 0 < C) (hc : 0 < c)
    (hR : ∀ᶠ t in 𝓝[>] (0 : ℝ), IsCavityRadius C c p t (R t)) :
    Tendsto (fun t => R t ^ p) (𝓝[>] (0 : ℝ)) atTop := by
  refine tendsto_atTop.2 fun b => ?_
  have hδ : 0 < C * Real.exp (-(c * b)) := mul_pos hC (Real.exp_pos _)
  have hlt : ∀ᶠ t in 𝓝[>] (0 : ℝ), t < C * Real.exp (-(c * b)) :=
    (eventually_lt_nhds hδ).filter_mono nhdsWithin_le_nhds
  filter_upwards [hR, hlt] with t ht htb
  -- a smaller radius would leave the density above the threshold
  by_contra hb
  have h1 : c * R t ^ p < c * b := mul_lt_mul_of_pos_left (not_le.1 hb) hc
  have h2 : C * Real.exp (-(c * b)) < C * Real.exp (-(c * R t ^ p)) :=
    mul_lt_mul_of_pos_left (Real.exp_lt_exp.2 (neg_lt_neg h1)) hC
  have e := ht.level
  unfold tailDensity at e
  linarith
```

The power ratio comes next. In the proof, `h0` is the vanishing term $\ln(D/C)/(d\,R^p)$ and `h1` adds the constant $c/d$. The remaining lines show that this sum equals $S^q/R^p$ for all small thresholds, by solving the common-threshold relation for $S^q$.

```lean
/-- For two tails with positive prefactors and decay constants `c`, `d`, the ratio `S^q / R^p`
of powers of the cavity radii tends to `c / d` as the common threshold tends to zero. -/
theorem power_ratio_tendsto {C c p D d q : ℝ} {R S : ℝ → ℝ}
    (hC : 0 < C) (hc : 0 < c) (hD : 0 < D) (hd : 0 < d)
    (hR : ∀ᶠ t in 𝓝[>] (0 : ℝ), IsCavityRadius C c p t (R t))
    (hS : ∀ᶠ t in 𝓝[>] (0 : ℝ), IsCavityRadius D d q t (S t)) :
    Tendsto (fun t => S t ^ q / R t ^ p) (𝓝[>] (0 : ℝ)) (𝓝 (c / d)) := by
  have h0 := (radius_rpow_tendsto_atTop hC hc hR).const_div_atTop (Real.log (D / C) / d)
  have h1 := (tendsto_const_nhds (x := c / d)).add h0
  rw [add_zero] at h1
  refine h1.congr' ?_
  filter_upwards [hR, hS] with t hr hs
  have hX : R t ^ p ≠ 0 := (Real.rpow_pos_of_pos hr.pos p).ne'
  have hY : S t ^ q = (c * R t ^ p + Real.log (D / C)) / d := by
    rw [eq_div_iff hd.ne']
    linear_combination common_threshold_relation hC hD hr hs
  rw [eq_div_iff hX, add_mul, div_mul_cancel₀ _ hX, hY]
  ring
```

## Unequal and equal exponents

For $0 < p < q$ the ratio of the radii themselves vanishes. The proof first passes from $R^p \to \infty$ to $R \to \infty$ by taking the power $1/p$, and then to $R^{q-p} \to \infty$. The product in `h1` is $(S^q/R^p)\cdot(1/R^{q-p})$, which tends to zero. The identity `e2` recognises it as $(S/R)^q$, and the power $1/q$ finishes the argument.

```lean
/-- For tails with positive parameters and `p < q`, the cavity radius of the faster tail
`exp(-d r^q)` becomes negligible against that of the slower tail `exp(-c r^p)` as the common
threshold tends to zero. -/
theorem radius_ratio_tendsto_zero {C c p D d q : ℝ} {R S : ℝ → ℝ}
    (hC : 0 < C) (hc : 0 < c) (hD : 0 < D) (hd : 0 < d) (hp : 0 < p) (hpq : p < q)
    (hR : ∀ᶠ t in 𝓝[>] (0 : ℝ), IsCavityRadius C c p t (R t))
    (hS : ∀ᶠ t in 𝓝[>] (0 : ℝ), IsCavityRadius D d q t (S t)) :
    Tendsto (fun t => S t / R t) (𝓝[>] (0 : ℝ)) (𝓝 0) := by
  have hq : 0 < q := hp.trans hpq
  have hRtop : Tendsto R (𝓝[>] (0 : ℝ)) atTop := by
    refine ((tendsto_rpow_atTop (inv_pos.2 hp)).comp
      (radius_rpow_tendsto_atTop hC hc hR)).congr' ?_
    filter_upwards [hR] with t hr
    exact Real.rpow_rpow_inv hr.pos.le hp.ne'
  have hgap : Tendsto (fun t => R t ^ (q - p)) (𝓝[>] (0 : ℝ)) atTop :=
    (tendsto_rpow_atTop (sub_pos.2 hpq)).comp hRtop
  -- (S/R)^q is the convergent power ratio times a vanishing power of R
  have h1 := (power_ratio_tendsto hC hc hD hd hR hS).mul (hgap.const_div_atTop 1)
  rw [mul_zero] at h1
  have h2 := h1.rpow_const (p := q⁻¹) (Or.inr (inv_pos.2 hq).le)
  rw [Real.zero_rpow (inv_pos.2 hq).ne'] at h2
  refine h2.congr' ?_
  filter_upwards [hR, hS] with t hr hs
  have e : R t ^ q = R t ^ p * R t ^ (q - p) := by
    rw [← Real.rpow_add hr.pos, show p + (q - p) = q by ring]
  have e2 : S t ^ q / R t ^ p * (1 / R t ^ (q - p)) = (S t / R t) ^ q := by
    rw [Real.div_rpow hs.pos.le hr.pos.le, e, div_mul_div_comm, mul_one]
  rw [e2, Real.rpow_rpow_inv (div_pos hs.pos hr.pos).le hq.ne']
```

For two tails of the same type the limit is a positive number fixed by the decay constants. Two Slater tails, for instance, have radii whose ratio tends to `c / d`. The assumption $p \le q$ would therefore not be enough for the previous theorem.

```lean
/-- For two tails with positive parameters and the same exponent `p`, the ratio of cavity radii
tends to `(c / d)^(1/p)` as the common threshold tends to zero. -/
theorem radius_ratio_same_exponent {C c p D d : ℝ} {R S : ℝ → ℝ}
    (hC : 0 < C) (hc : 0 < c) (hD : 0 < D) (hd : 0 < d) (hp : 0 < p)
    (hR : ∀ᶠ t in 𝓝[>] (0 : ℝ), IsCavityRadius C c p t (R t))
    (hS : ∀ᶠ t in 𝓝[>] (0 : ℝ), IsCavityRadius D d p t (S t)) :
    Tendsto (fun t => S t / R t) (𝓝[>] (0 : ℝ)) (𝓝 ((c / d) ^ p⁻¹)) := by
  refine ((power_ratio_tendsto hC hc hD hd hR hS).rpow_const (p := p⁻¹)
    (Or.inr (inv_pos.2 hp).le)).congr' ?_
  filter_upwards [hR, hS] with t hr hs
  rw [← Real.div_rpow hs.pos.le hr.pos.le,
    Real.rpow_rpow_inv (div_pos hs.pos hr.pos).le hp.ne']
```

## Slater against Gaussian

The last theorem is written directly in terms of the two exponentials, without the auxiliary definitions. The letters change roles here: `RS` is the Slater radius and takes the place of `R`, while `RG` is the Gaussian radius and takes the place of `S`. The hypotheses `hS` and `hG` require, for every `t` between zero and `min A B`, that the radius is positive and solves its level equation. Nothing is asked of the two functions at other thresholds.

The proof notes that sufficiently small positive thresholds lie in this range, rewrites both hypotheses as `IsCavityRadius` with exponents 1 and 2, and applies the two general limits. The conclusion is the pair $R_G/R_S \to 0$ and $R_G^2/R_S \to k/a$.

```lean
/-- Let `RS t` and `RG t` be the positive radii where a Slater tail `A exp(-k r)` and a Gaussian
tail `B exp(-a r²)`, with positive parameters, equal the threshold `t`. As `t` tends to zero from
above, `RG / RS` tends to zero and `RG² / RS` tends to `k / a`. -/
theorem gaussian_slater_radius_ratio {A B k a : ℝ} {RS RG : ℝ → ℝ}
    (hA : 0 < A) (hB : 0 < B) (hk : 0 < k) (ha : 0 < a)
    (hS : ∀ t, 0 < t → t < min A B → 0 < RS t ∧ A * Real.exp (-k * RS t) = t)
    (hG : ∀ t, 0 < t → t < min A B → 0 < RG t ∧ B * Real.exp (-a * RG t ^ 2) = t) :
    Tendsto (fun t => RG t / RS t) (𝓝[>] (0 : ℝ)) (𝓝 0) ∧
      Tendsto (fun t => RG t ^ 2 / RS t) (𝓝[>] (0 : ℝ)) (𝓝 (k / a)) := by
  have h0 : ∀ᶠ t in 𝓝[>] (0 : ℝ), 0 < t := self_mem_nhdsWithin
  have h1 : ∀ᶠ t in 𝓝[>] (0 : ℝ), t < min A B :=
    (eventually_lt_nhds (lt_min hA hB)).filter_mono nhdsWithin_le_nhds
  -- Slater and Gaussian tails are the cases p = 1 and q = 2
  have hS' : ∀ᶠ t in 𝓝[>] (0 : ℝ), IsCavityRadius A k 1 t (RS t) := by
    filter_upwards [h0, h1] with t ht htm
    obtain ⟨hpos, he⟩ := hS t ht htm
    exact ⟨hpos, by rw [tailDensity, Real.rpow_one, ← neg_mul]; exact he⟩
  have hG' : ∀ᶠ t in 𝓝[>] (0 : ℝ), IsCavityRadius B a 2 t (RG t) := by
    filter_upwards [h0, h1] with t ht htm
    obtain ⟨hpos, he⟩ := hG t ht htm
    exact ⟨hpos, by rw [tailDensity, Real.rpow_two, ← neg_mul]; exact he⟩
  refine ⟨radius_ratio_tendsto_zero hA hk hB ha one_pos one_lt_two hS' hG', ?_⟩
  simpa only [Real.rpow_one, Real.rpow_two] using power_ratio_tendsto hA hk hB ha hS' hG'

end IsodensityCavity
```

```lean
#print axioms IsodensityCavity.existsUnique_radius
#print axioms IsodensityCavity.radius_ratio_tendsto_zero
#print axioms IsodensityCavity.radius_ratio_same_exponent
#print axioms IsodensityCavity.gaussian_slater_radius_ratio
```

```
'IsodensityCavity.existsUnique_radius' depends on axioms: [propext, Classical.choice, Quot.sound]
'IsodensityCavity.radius_ratio_tendsto_zero' depends on axioms: [propext, Classical.choice, Quot.sound]
'IsodensityCavity.radius_ratio_same_exponent' depends on axioms: [propext, Classical.choice, Quot.sound]
'IsodensityCavity.gaussian_slater_radius_ratio' depends on axioms: [propext, Classical.choice, Quot.sound]
```

The step from this model to a molecule is the assumption that one spherical term describes the density at the cavity surface. A molecular density is a sum over several centres and exponents, with polynomial factors and cross terms, and its isodensity surface is in general not a sphere. The theorem also gives a limit only, with no bound on the ratio at a threshold used in a calculation.
